# Intersite V on the central bond narrows the gap of a four-site path at fixed density matrix

If we expect every Hubbard-type correction to open a gap, we may take a gap that shrinks when the intersite $V$ is switched on for a sign error or a failure of convergence. The shrinkage can be genuine. Take a path of four sites with hopping $-t$, $t>0$, and fill the two lowest orbitals of one spin. Let $n$ be the element of their density matrix between the two central sites. The potential $-Vn$, placed on the central bond only, changes the gap between the highest filled and the lowest empty level by

$$-\frac{\sqrt5-1}{10}\,V$$

to first order in $V$, and the gap is smaller for every $V>0$.

This is a warning for reading gaps from density-functional calculations with intersite corrections, drawn from a one-electron model in which $n$ keeps its uncorrected value. The model has no on-site $U$, no correction on the outer bonds and no self-consistent update of $n$. The choice of bond matters: the outer bonds have the larger density-matrix element $\sqrt5/5$, and an equal $V$ on all three bonds would widen the gap, by $(9-\sqrt5)V/10$ to first order (a result not proved in the code). The gap is a difference of orbital energies.

In Lean 4 with Mathlib:

```lean
import Mathlib

open Matrix

namespace IntersiteVFourSitePath

noncomputable section
```

## The path and the potential on its central bond

Sites and levels are numbered from 0 to 3, as in the code, so the central sites are 1 and 2. The element $n$ is the entry `densityMatrix t 1 2`. The uncorrected Hamiltonian has $-t$ on each of the three bonds.

```lean
/-- Hopping `-t` along the three bonds of the four-site path. -/
def hopping (t : ℝ) : Matrix (Fin 4) (Fin 4) ℝ :=
  !![0, -t, 0, 0; -t, 0, -t, 0; 0, -t, 0, -t; 0, 0, -t, 0]
```

The correction is an off-diagonal potential $-w$ between the central sites. The strength $w$ is a free real number for now; the intersite correction is the case $w=Vn$.

```lean
/-- A potential `-w` that couples the two central sites. -/
def centralBond (w : ℝ) : Matrix (Fin 4) (Fin 4) ℝ :=
  !![0, 0, 0, 0; 0, 0, -w, 0; 0, -w, 0, 0; 0, 0, 0, 0]
```

The sum is a path whose central hopping has the strength $s=t+w$.

```lean
/-- The one-electron Hamiltonian: hopping plus the potential on the central bond. -/
def hamiltonian (t w : ℝ) : Matrix (Fin 4) (Fin 4) ℝ :=
  hopping t + centralBond w
```

## Reflection gives four levels

Reflection exchanges sites 0 and 3, and sites 1 and 2. An orbital of parity $p=\pm1$ therefore has the amplitudes $(a,b,pb,pa)$. In order of energy, for $s>0$, the parities alternate.

```lean
/-- The sign of each orbital under reflection of the path. -/
def parity : Fin 4 → ℝ := ![1, -1, 1, -1]
```

The Schrödinger equation on sites 0 and 1 reads

$$-tb=Ea,\qquad -ta-spb=Eb.$$

With $a=t$ the first equation gives $b=-E$, and the second becomes $E^2+psE=t^2$. Writing $r=\sqrt{s^2+4t^2}$, we obtain

$$E_0=\frac{-s-r}{2},\quad E_1=\frac{s-r}{2},\quad E_2=\frac{-s+r}{2},\quad E_3=\frac{s+r}{2}.$$

```lean
/-- The four orbital energies in closed form. -/
def level (t w : ℝ) : Fin 4 → ℝ :=
  ![(-(t + w) - √((t + w) ^ 2 + 4 * t ^ 2)) / 2,
    ((t + w) - √((t + w) ^ 2 + 4 * t ^ 2)) / 2,
    (-(t + w) + √((t + w) ^ 2 + 4 * t ^ 2)) / 2,
    ((t + w) + √((t + w) ^ 2 + 4 * t ^ 2)) / 2]
```

The corresponding orbitals are $(t,\,-E_k,\,-p_kE_k,\,p_kt)$, with squared norm $2(t^2+E_k^2)$.

```lean
/-- The four orbitals, not normalised, as amplitudes on the sites. -/
def orbital (t w : ℝ) (k : Fin 4) : Fin 4 → ℝ :=
  ![t, -level t w k, -(parity k * level t w k), parity k * t]
```

The density matrix sums the projectors on orbitals 0 and 1 at $w=0$. Dividing each term by the squared norm normalises it:

$$n_{ij}=\sum_{k=0,1}\frac{\psi_k(i)\,\psi_k(j)}{\langle\psi_k|\psi_k\rangle}.$$

```lean
/-- The density matrix of one spin with the first two orbitals of the uncorrected
path filled, each normalised; the domain is `t ≠ 0`. -/
def densityMatrix (t : ℝ) : Matrix (Fin 4) (Fin 4) ℝ :=
  Matrix.of fun i j => ∑ k ∈ ({0, 1} : Finset (Fin 4)),
    orbital t 0 k i * orbital t 0 k j / (orbital t 0 k ⬝ᵥ orbital t 0 k)
```

For $s>0$ the gap is $E_2-E_1$. The definition uses this difference for every $s$.

```lean
/-- The difference `level t w 2 - level t w 1`. For `t ≠ 0` and `t + w > 0` it is the gap between
the second and the third lowest level. -/
def gap (t w : ℝ) : ℝ := level t w 2 - level t w 1
```

These formulas are so far only definitions. The next theorem states that, for $t\neq0$, each orbital is a nonzero vector satisfying $H\psi_k=E_k\psi_k$. Its proof first establishes the quadratic equation `h` for each $k$. Multiplying by $p_k$ and using $p_k^2=1$ gives `h'`, the form needed on the mirror-image site. The four rows of the eigenvalue equation then follow.

```lean
/-- For nonzero hopping, each orbital is a nonzero solution of the Schrödinger equation
with its own level as energy. -/
theorem orbital_eigen {t : ℝ} (ht : t ≠ 0) (w : ℝ) (k : Fin 4) :
    orbital t w k ≠ 0 ∧
      hamiltonian t w *ᵥ orbital t w k = level t w k • orbital t w k := by
  have hr := Real.sq_sqrt (show 0 ≤ (t + w) ^ 2 + 4 * t ^ 2 by positivity)
  -- the quadratic equation of each reflection sector
  have h : level t w k ^ 2 + parity k * (t + w) * level t w k = t ^ 2 := by
    fin_cases k <;> simp [level, parity] <;> nlinarith [hr]
  have hp : parity k * parity k = 1 := by
    fin_cases k <;> simp [parity]
  have h' : parity k * level t w k ^ 2 + (t + w) * level t w k = parity k * t ^ 2 := by
    linear_combination parity k * h - (t + w) * level t w k * hp
  refine ⟨fun h0 => ht (by simpa [orbital] using congrFun h0 0), ?_⟩
  ext i
  fin_cases i <;>
    simp [hamiltonian, hopping, centralBond, orbital, Matrix.mulVec, dotProduct,
      Fin.sum_univ_four] <;>
    nlinarith [h, h']
```

No level is missing, because the characteristic determinant factors by parity:

$$\det(E-H)=(E^2+sE-t^2)(E^2-sE-t^2)=\prod_{k=0}^{3}(E-E_k).$$

In the proof, `he` and `ho` identify the even and odd factors with pairs of levels, and expanding the determinant of the explicit matrix gives the same product.

```lean
/-- The characteristic determinant of the Hamiltonian at `E` is the product of `E - level t w k`
over the four levels. -/
theorem det_eq_prod_levels (t w E : ℝ) :
    (E • (1 : Matrix (Fin 4) (Fin 4) ℝ) - hamiltonian t w).det
      = ∏ k, (E - level t w k) := by
  have hr := Real.sq_sqrt (show 0 ≤ (t + w) ^ 2 + 4 * t ^ 2 by positivity)
  -- even and odd sectors
  have he : (E - level t w 0) * (E - level t w 2) = E ^ 2 + (t + w) * E - t ^ 2 := by
    simp only [level, Matrix.cons_val]
    linear_combination (-1 / 4) * hr
  have ho : (E - level t w 1) * (E - level t w 3) = E ^ 2 - (t + w) * E - t ^ 2 := by
    simp only [level, Matrix.cons_val]
    linear_combination (-1 / 4) * hr
  have hprod : (E - level t w 0) * (E - level t w 1) * (E - level t w 2) * (E - level t w 3)
      = (E ^ 2 + (t + w) * E - t ^ 2) * (E ^ 2 - (t + w) * E - t ^ 2) := by
    linear_combination (E - level t w 1) * (E - level t w 3) * he
      + (E ^ 2 + (t + w) * E - t ^ 2) * ho
  have hM : E • (1 : Matrix (Fin 4) (Fin 4) ℝ) - hamiltonian t w
      = !![E, t, 0, 0; t, E, t + w, 0; 0, t + w, E, t; 0, 0, t, E] := by
    ext i j
    fin_cases i <;> fin_cases j <;>
      simp [hamiltonian, hopping, centralBond] <;> ring
  rw [Fin.prod_univ_four, hprod, hM]
  simp [Matrix.det_succ_row_zero, Fin.sum_univ_succ, Fin.succAbove]
  ring
```

The labels also follow the energy. For $t\ne0$ we have $r>s$, which gives $E_1<E_2$; the other two inequalities need only $s>0$. Levels 0 and 1 are thus the two lowest, both in the uncorrected path and for every $w>0$ when $t>0$.

```lean
/-- For nonzero `t` and positive `t + w`, the four levels are listed in strictly
increasing order. -/
theorem levels_ordered {t w : ℝ} (ht : t ≠ 0) (hs : 0 < t + w) :
    level t w 0 < level t w 1 ∧ level t w 1 < level t w 2 ∧
      level t w 2 < level t w 3 := by
  have h2 : 0 < t ^ 2 := by positivity
  have h : t + w < √((t + w) ^ 2 + 4 * t ^ 2) :=
    Real.lt_sqrt_of_sq_lt (by linarith)
  refine ⟨?_, ?_, ?_⟩ <;> simp only [level, Matrix.cons_val] <;> linarith
```

Subtracting the two middle levels gives the gap $g(w)=r-s$.

```lean
/-- The difference `gap t w` in closed form. -/
theorem gap_eq (t w : ℝ) : gap t w = √((t + w) ^ 2 + 4 * t ^ 2) - (t + w) := by
  simp only [gap, level, Matrix.cons_val]
  ring
```

## The central bond order is √5/10

At $w=0$ we have $r=\sqrt5\,t$, so $E_0=-\frac{1+\sqrt5}{2}t$ and $E_1=\frac{1-\sqrt5}{2}t$. Orbital 0 has equal signs on the central sites and orbital 1 has opposite signs, so their contributions are subtracted:

$$n=\frac{E_0^2}{2(t^2+E_0^2)}-\frac{E_1^2}{2(t^2+E_1^2)}
=\frac{5+\sqrt5}{20}-\frac{5-\sqrt5}{20}=\frac{\sqrt5}{10}.$$

The proof has the same steps: `key` is the first equality, and `e0` and `e1` evaluate the two fractions. The hopping cancels, so $n$ is the same for all $t>0$.

```lean
/-- For `t > 0`, the density matrix element between the two central sites
is `√5 / 10`. -/
theorem central_bond_order {t : ℝ} (ht : 0 < t) : densityMatrix t 1 2 = √5 / 10 := by
  have h5 : √5 ^ 2 = (5 : ℝ) := Real.sq_sqrt (by norm_num)
  have hroot : √((t + 0) ^ 2 + 4 * t ^ 2) = √5 * t := by
    rw [show (t + 0) ^ 2 + 4 * t ^ 2 = 5 * t ^ 2 by ring,
      Real.sqrt_mul (by norm_num), Real.sqrt_sq ht.le]
  have h0 : level t 0 0 = -(1 + √5) / 2 * t := by
    simp only [level, Matrix.cons_val]
    rw [hroot]
    ring
  have h1 : level t 0 1 = (1 - √5) / 2 * t := by
    simp only [level, Matrix.cons_val]
    rw [hroot]
    ring
  -- the first orbital is bonding on the central bond, the second antibonding
  have key : densityMatrix t 1 2
      = level t 0 0 ^ 2 / (2 * (t ^ 2 + level t 0 0 ^ 2))
        - level t 0 1 ^ 2 / (2 * (t ^ 2 + level t 0 1 ^ 2)) := by
    simp only [densityMatrix, Matrix.of_apply]
    rw [Finset.sum_pair (by decide)]
    simp [orbital, parity, dotProduct, Fin.sum_univ_four]
    ring
  have e0 : (-(1 + √5) / 2 * t) ^ 2 / (2 * (t ^ 2 + (-(1 + √5) / 2 * t) ^ 2))
      = (5 + √5) / 20 := by
    rw [div_eq_div_iff (by positivity) (by norm_num)]
    linear_combination t ^ 2 / 2 * (3 - √5) * h5
  have e1 : ((1 - √5) / 2 * t) ^ 2 / (2 * (t ^ 2 + ((1 - √5) / 2 * t) ^ 2))
      = (5 - √5) / 20 := by
    rw [div_eq_div_iff (by positivity) (by norm_num)]
    linear_combination t ^ 2 / 2 * (3 + √5) * h5
  rw [key, h0, h1, e0, e1]
  ring
```

## A stronger central bond brings the middle levels together

Since $n>0$, the correction strengthens the central hopping. This raises level 1, which is antibonding across the centre, and lowers level 2, which is bonding there. For the gap this means

$$\frac{dg}{dw}=\frac{s}{r}-1<0.$$

The formal proof of strict decrease avoids calculus. For $a<b$, write $r_a$ and $r_b$ for the two square roots and $d=b-a$. Then

$$(r_a+d)^2-r_b^2=2d\,\bigl(r_a-(t+a)\bigr)>0,$$

so $r_b<r_a+d$, which is $g(b)<g(a)$. `StrictAnti (gap t)` states this for all real $a<b$, given $t\neq0$. When $t+w<0$ the labels no longer follow the energy, and $E_2-E_1$ is not the gap in the middle of the spectrum; the results below need only $t+w>0$.

```lean
/-- For nonzero `t`, the difference `gap t w` between levels 2 and 1, as labelled in `level`,
decreases strictly as `w` grows. -/
theorem gap_strictAnti {t : ℝ} (ht : t ≠ 0) : StrictAnti (gap t) := by
  intro a b hab
  rw [gap_eq, gap_eq]
  have h2 : 0 < t ^ 2 := by positivity
  have h1 : t + a < √((t + a) ^ 2 + 4 * t ^ 2) :=
    Real.lt_sqrt_of_sq_lt (by linarith)
  have hr := Real.sq_sqrt (show 0 ≤ (t + a) ^ 2 + 4 * t ^ 2 by positivity)
  have h0 := Real.sqrt_nonneg ((t + a) ^ 2 + 4 * t ^ 2)
  have h3 : √((t + b) ^ 2 + 4 * t ^ 2) < √((t + a) ^ 2 + 4 * t ^ 2) + (b - a) := by
    rw [Real.sqrt_lt' (by linarith)]
    nlinarith [mul_pos (sub_pos.2 hab) (sub_pos.2 h1)]
  linarith
```

## The first-order coefficient

Now put $w=Vn$ with $n=\sqrt5/10$ fixed. By the chain rule,

$$\left.\frac{dg}{dV}\right|_{V=0}=\frac{\sqrt5}{10}\left(\frac{1}{\sqrt5}-1\right)=\frac{1}{10}-\frac{\sqrt5}{10}=-\frac{\sqrt5-1}{10}.$$

`HasDerivAt` says that the gap, as a function of $V$, has this derivative at $V=0$, which is the meaning of "to first order". In the proof, `h1` differentiates $s$, `h2` the expression under the root, and `h3` the root itself, which contributes $1/10$. Subtracting `h1` from `h3` gives the coefficient.

```lean
/-- For `t > 0`, the intersite potential `-V * densityMatrix t 1 2` on the central bond, with the
density matrix of the uncorrected path, changes the gap to first order in `V` by `-V (√5 - 1) / 10`.
-/
theorem gap_first_order {t : ℝ} (ht : 0 < t) :
    HasDerivAt (fun V : ℝ => gap t (V * densityMatrix t 1 2)) (-(√5 - 1) / 10) 0 := by
  simp only [gap_eq, central_bond_order ht]
  have hq : √5 ≠ (0 : ℝ) := by positivity
  have h1 : HasDerivAt (fun V : ℝ => t + V * (√5 / 10)) (√5 / 10) 0 :=
    (((hasDerivAt_id' (0 : ℝ)).mul_const (√5 / 10)).const_add t).congr_deriv (one_mul _)
  have h2 : HasDerivAt (fun V : ℝ => (t + V * (√5 / 10)) ^ 2 + 4 * t ^ 2)
      (2 * t * (√5 / 10)) 0 :=
    ((h1.fun_pow 2).add_const (4 * t ^ 2)).congr_deriv (by simp)
  have hx : (t + 0 * (√5 / 10)) ^ 2 + 4 * t ^ 2 ≠ 0 := by positivity
  have hroot : √((t + 0 * (√5 / 10)) ^ 2 + 4 * t ^ 2) = √5 * t := by
    rw [show (t + 0 * (√5 / 10)) ^ 2 + 4 * t ^ 2 = 5 * t ^ 2 by ring,
      Real.sqrt_mul (by norm_num), Real.sqrt_sq ht.le]
  -- the square root contributes 1/10, the linear term -√5/10
  have h3 : HasDerivAt (fun V : ℝ => √((t + V * (√5 / 10)) ^ 2 + 4 * t ^ 2)) (1 / 10) 0 :=
    (h2.sqrt hx).congr_deriv (by rw [hroot]; field_simp)
  exact (h3.fun_sub h1).congr_deriv (by ring)
```

## Narrowing at every positive V

For $V>0$ the strength $w=V\sqrt5/10$ is positive, so strict decrease gives $g(Vn)<g(0)$. The last theorem states this inequality for all $t>0$ and $V>0$, however large $V$ is compared with $t$.

```lean
/-- For `t > 0` and every `V > 0`, not only to first order, the potential `-V * densityMatrix t 1 2`
on the central bond, with the density matrix of the uncorrected path, makes the gap smaller. -/
theorem intersite_narrows_gap {t V : ℝ} (ht : 0 < t) (hV : 0 < V) :
    gap t (V * densityMatrix t 1 2) < gap t 0 := by
  apply gap_strictAnti ht.ne'
  rw [central_bond_order ht]
  positivity

end

end IntersiteVFourSitePath
```

```lean
#print axioms IntersiteVFourSitePath.det_eq_prod_levels
-- 'IntersiteVFourSitePath.det_eq_prod_levels' depends on axioms: [propext, Classical.choice, Quot.sound]
#print axioms IntersiteVFourSitePath.levels_ordered
-- 'IntersiteVFourSitePath.levels_ordered' depends on axioms: [propext, Classical.choice, Quot.sound]
#print axioms IntersiteVFourSitePath.gap_first_order
-- 'IntersiteVFourSitePath.gap_first_order' depends on axioms: [propext, Classical.choice, Quot.sound]
#print axioms IntersiteVFourSitePath.intersite_narrows_gap
-- 'IntersiteVFourSitePath.intersite_narrows_gap' depends on axioms: [propext, Classical.choice, Quot.sound]
```
